# For symmetric operators A and B, any real multiple of i⟨ψ, [A, B]ψ⟩ is real

Let `A` and `B` be symmetric linear operators defined on the whole of a complex inner product space, which need be neither finite-dimensional nor complete. The theorem says that for every real `s` and every vector ψ, the number s·i⟨ψ, [A, B]ψ⟩ has zero imaginary part, where [A, B] = AB − BA. The vector need not be normalised; for nonzero ψ, the expectation value of s·i[A, B] is this number divided by ⟨ψ, ψ⟩. The proof first writes ⟨ψ, [A, B]ψ⟩ as z − z̄ with z = ⟨Aψ, Bψ⟩, then leaves it to `simp` to compute the imaginary part.

As first written in Lean, the proof fails:

```lean
import Mathlib

open Complex
open scoped InnerProductSpace ComplexConjugate

namespace CommutatorTermReal

noncomputable section

variable {E : Type*} [NormedAddCommGroup E] [InnerProductSpace ℂ E]

variable {A B : E →ₗ[ℂ] E} {ψ φ : E} {s : ℝ}

/-- For symmetric `A` and `B` and real `s`, the number `s i ⟨ψ, [A, B] ψ⟩` is real. -/
theorem commutator_term_real (hA : A.IsSymmetric) (hB : B.IsSymmetric) (s : ℝ) (ψ : E) :
    ((s : ℂ) * I * ⟪ψ, (A * B - B * A) ψ⟫_ℂ).im = 0 := by
  have h : ⟪ψ, (A * B - B * A) ψ⟫_ℂ = ⟪A ψ, B ψ⟫_ℂ - conj ⟪A ψ, B ψ⟫_ℂ := by
    rw [inner_conj_symm, hA ψ (B ψ), hB ψ (A ψ), ← inner_sub_right]
    rfl
  rw [h]
  simp [Complex.mul_im, Complex.mul_re]

end

end CommutatorTermReal
```

Compiling this gives:

```
Main.lean:16:55: error: unsolved goals
E : Type u_1
inst✝¹ : NormedAddCommGroup E
inst✝ : InnerProductSpace ℂ E
A B : E →ₗ[ℂ] E
hA : A.IsSymmetric
hB : B.IsSymmetric
s : ℝ
ψ : E
h : ⟪ψ, (A * B - B * A) ψ⟫_ℂ = ⟪A ψ, B ψ⟫_ℂ - (starRingEnd ℂ) ⟪A ψ, B ψ⟫_ℂ
⊢ s = 0 ∨ (⟪A ψ, B ψ⟫_ℂ).re - (⟪B ψ, A ψ⟫_ℂ).re = 0
```

This version goes through:

```diff
@@ -19,5 +19,8 @@
     rfl
   rw [h]
-  simp [Complex.mul_im, Complex.mul_re]
+  simp only [Complex.mul_re, Complex.mul_im, Complex.sub_re, Complex.sub_im,
+    Complex.conj_re, Complex.conj_im, Complex.ofReal_re, Complex.ofReal_im,
+    Complex.I_re, Complex.I_im]
+  ring
 
 end
```

What went wrong. The message shows that `h` was proved and that the final `simp` left a goal open. What remains is `s = 0`, or that the real parts of ⟨Aψ, Bψ⟩ and ⟨Bψ, Aψ⟩ have difference zero. The second alternative is true, but `simp` did not prove it.

The trouble is the simp lemma `inner_conj_symm`, which turns the conjugate of ⟨Aψ, Bψ⟩ into ⟨Bψ, Aψ⟩. With the conjugation gone, `Complex.conj_re` can no longer show that the two real parts are the same, and they stay as two different expressions that do not cancel.

The repair uses `simp only` with a list that omits `inner_conj_symm`. The conjugate therefore stays in place until `Complex.conj_re` and `Complex.conj_im` act on it. Everything is then written in the real and imaginary parts of the single number ⟨Aψ, Bψ⟩, and the other listed lemmas expand the products and the difference and evaluate the parts of `s` and `I`. What is left is an identity in real arithmetic, which `ring` proves.
